# Average phase of one particle on an L-site ring: decay rate 2g(1 − cos(f/L)) for hopping −g, g ≥ 0, and flux |f| ≤ π

Before running a low-temperature world-line simulation with complex weights, it helps to know how many samples it needs. Paths are drawn according to the absolute values of their weights, and the average phase is the mean of the phase factors left over. When it is small, resolving it takes of order 1/(average phase)² independent samples. For one particle hopping with amplitude −g around a ring of L sites, threaded by a total flux phase f with |f| ≤ π, the average phase at large inverse temperature β decays at the rate

R = 2g(1 − cos(f/L)),

so the sample count grows roughly as exp(2βR). For g > 0, the same nonzero flux costs less on a larger ring once β is large enough.

## Hopping around a ring with flux

Sites are elements of `ZMod L`, the integers modulo L, so site L is site 0 again. `NeZero L` means L ≥ 1.

```lean
import Mathlib

open Matrix Filter Topology NormedSpace

namespace RingFluxPhase

noncomputable section

variable {L : ℕ} [NeZero L]
```

The hop from j to j + 1 carries a phase θ_j, in radians. On a wave function ψ,

(Hψ)_j = −g [exp(iθ_{j−1}) ψ_{j−1} + exp(−iθ_j) ψ_{j+1}].

For L = 2 the two terms join the same pair of sites and add; for L = 1 both return to the single site.

```lean
/-- Hamiltonian of one particle on a ring of `L` sites: the hop from `j` to `j + 1` has amplitude
`-g exp(i θ j)`, and the reverse hop has the conjugate amplitude. -/
def ringHamiltonian (g : ℝ) (θ : ZMod L → ℝ) : Matrix (ZMod L) (ZMod L) ℂ :=
  Matrix.of fun j l => -(g : ℂ) *
    ((if l = j - 1 then Complex.exp (θ l * Complex.I) else 0) +
     (if l = j + 1 then Complex.exp (-(θ j * Complex.I)) else 0))
```

The bond phases are arbitrary real numbers. Only their sum will matter:

f = Σ_j θ_j.

```lean
/-- The flux phase through the ring: the sum of all bond phases. -/
def totalFlux (θ : ZMod L → ℝ) : ℝ := ∑ j, θ j
```

The partition function is Z(θ) = Tr exp(−βH), with the full matrix exponential. The definition takes the real part; the trace is shown below to be real.

```lean
/-- The partition function `Tr exp(-β H)`, taken as a real number. -/
def partitionFunction (β g : ℝ) (θ : ZMod L → ℝ) : ℝ :=
  (Matrix.trace (NormedSpace.exp (-(β : ℂ) • ringHamiltonian g θ))).re
```

The reference ensemble is the same ring with all phases zero, so the average phase is Z(θ)/Z(0). For β ≥ 0 and g ≥ 0 this ratio is the sampled mean when the trace is expanded into paths that record the bond and direction of each hop (for L ≤ 2 the sites alone do not fix them). This expansion is assumed here and not derived in Lean.

```lean
/-- The average phase: the partition function with bond phases `θ` over the one without phases. -/
def averagePhase (β g : ℝ) (θ : ZMod L → ℝ) : ℝ :=
  partitionFunction β g θ / partitionFunction β g (fun _ : ZMod L => 0)
```

## Plane waves in an even gauge

With the flux spread evenly, every bond phase is f/L, and the k-th plane wave gains the phase 2πk/L per site. The energy depends on the difference of the two, for k = 0, …, L − 1:

α_k = (2πk − f)/L.

```lean
/-- The angle `(2πk - f)/L` for `L ≥ 1`: the phase `2πk/L` gained per site by the `k`-th plane wave,
minus the evenly spread bond phase `f/L`. -/
def blochAngle (f : ℝ) (k : ZMod L) : ℝ := (2 * Real.pi * (k.val : ℝ) - f) / L
```

The corresponding energy is E_k = −2g cos α_k.

```lean
/-- The `k`-th energy level, `-2 g cos((2πk - f)/L)`, for `L ≥ 1`. -/
def level (g f : ℝ) (k : ZMod L) : ℝ := -2 * g * Real.cos (blochAngle f k)
```

The candidate eigenvectors are

B_{jk} = exp(iχ_j) exp(2πijk/L),

where χ is a gauge function still to be found. These columns have norm √L; dividing by √L normalises them.

```lean
/-- Plane waves on the ring, as columns, multiplied by the local gauge factor `exp(i χ j)`. -/
def bloch (χ : ZMod L → ℝ) : Matrix (ZMod L) (ZMod L) ℂ :=
  Matrix.of fun j k => Complex.exp (χ j * Complex.I) * ZMod.stdAddChar (j * k)
```

To spread the flux evenly, χ must satisfy χ_{j+1} = χ_j + θ_j − f/L. Starting from χ_0 = 0,

χ_n = Σ_{m<n} (θ_m − f/L), and χ_L = f − L·(f/L) = 0,

so χ closes after one turn. The proof builds this running sum as `S` and treats the last bond separately.

```lean
/-- A gauge function exists that spreads the total flux evenly over the bonds. -/
theorem exists_gauge (θ : ZMod L → ℝ) :
    ∃ χ : ZMod L → ℝ, ∀ j, χ (j + 1) = χ j + θ j - totalFlux θ / L := by
  obtain ⟨S, hS⟩ : ∃ S : ℕ → ℝ, ∀ n, S n =
      ∑ m ∈ Finset.range n, (θ (m : ZMod L) - totalFlux θ / L) := ⟨_, fun _ => rfl⟩
  have hsum : ∑ m ∈ Finset.range L, θ (m : ZMod L) = totalFlux θ :=
    Finset.sum_nbij' (fun m : ℕ => (m : ZMod L)) ZMod.val (fun _ _ => Finset.mem_univ _)
      (fun a _ => Finset.mem_range.mpr (ZMod.val_lt a))
      (fun a ha => ZMod.val_cast_of_lt (Finset.mem_range.mp ha))
      (fun a _ => ZMod.natCast_zmod_val a) (fun _ _ => rfl)
  have hL : (L : ℝ) ≠ 0 := Nat.cast_ne_zero.mpr (NeZero.ne L)
  -- the gauge function closes after one turn
  have hSL : S L = 0 := by
    rw [hS, Finset.sum_sub_distrib, hsum, Finset.sum_const, Finset.card_range, nsmul_eq_mul,
      mul_div_cancel₀ _ hL, sub_self]
  refine ⟨fun j => S j.val, fun j => ?_⟩
  have hj : ((j.val : ℕ) : ZMod L) = j := ZMod.natCast_zmod_val j
  have hc : ((j.val + 1 : ℕ) : ZMod L) = j + 1 := by rw [Nat.cast_add, hj, Nat.cast_one]
  have hs : S (j.val + 1) = S j.val + (θ j - totalFlux θ / L) := by
    rw [hS, hS, Finset.sum_range_succ, hj]
  have hv : S (j + 1).val = S (j.val + 1) := by
    rcases (Nat.succ_le_of_lt (ZMod.val_lt j)).lt_or_eq with h | h
    · rw [← hc, ZMod.val_cast_of_lt h]
    · have h0 : j + 1 = 0 := hc.symm.trans
        ((congrArg (Nat.cast : ℕ → ZMod L) h).trans (ZMod.natCast_self L))
      rw [h0, ZMod.val_zero, show j.val + 1 = L from h, hSL, hS, Finset.sum_range_zero]
  change S (j + 1).val = S j.val + θ j - totalFlux θ / L
  rw [hv, hs]
  ring
```

The waves form a basis because

Σ_k exp(2πik(j − l)/L) = L δ_{jl}.

This gives the explicit inverse `W`, with entries exp(−iχ_j) exp(−2πijk/L)/L in row k and column j.

```lean
/-- The gauge-transformed plane waves form a basis. -/
theorem bloch_isUnit (χ : ZMod L → ℝ) : IsUnit (bloch χ) := by
  let W : Matrix (ZMod L) (ZMod L) ℂ := Matrix.of fun k j =>
    Complex.exp (-(χ j * Complex.I)) / L * ZMod.stdAddChar (-(j * k))
  have h : bloch χ * W = 1 := by
    ext i j
    have hs := AddChar.sum_mulShift (i - j) (ZMod.isPrimitive_stdAddChar L)
    have ht : ∀ k, bloch χ i k * W k j = Complex.exp (χ i * Complex.I) *
        Complex.exp (-(χ j * Complex.I)) / L * ZMod.stdAddChar (k * (i - j)) := by
      intro k
      rw [show k * (i - j) = i * k + -(j * k) by ring, AddChar.map_add_eq_mul]
      simp only [bloch, W, Matrix.of_apply]
      ring
    rw [Matrix.mul_apply, Finset.sum_congr rfl (fun k _ => ht k), ← Finset.mul_sum, hs]
    by_cases hij : i = j
    · subst hij
      have hL : (L : ℂ) ≠ 0 := Nat.cast_ne_zero.mpr (NeZero.ne L)
      rw [← Complex.exp_add, add_neg_cancel, Complex.exp_zero]
      simp [ZMod.card, hL]
    · simp [sub_ne_zero.mpr hij, hij]
  exact ⟨⟨bloch χ, W, h, mul_eq_one_comm.mp h⟩, rfl⟩
```

One step along the ring multiplies a wave by a phase, ψ_{j+1} = exp(i(θ_j + α_k)) ψ_j, which is `hstep` in the proof. Inserting it in both hopping terms cancels the bond phases:

(Hψ)_j = −g [exp(−iα_k) + exp(iα_k)] ψ_j = E_k ψ_j.

```lean
/-- In a gauge that spreads the flux evenly, the plane waves are eigenvectors of the ring
Hamiltonian with energies `level`. -/
theorem hamiltonian_mul_bloch (g : ℝ) (θ χ : ZMod L → ℝ)
    (hχ : ∀ j, χ (j + 1) = χ j + θ j - totalFlux θ / L) :
    ringHamiltonian g θ * bloch χ =
      bloch χ * Matrix.diagonal (fun k => (level g (totalFlux θ) k : ℂ)) := by
  ext j k
  have hsum : ∀ u : ZMod L → ℂ, ∑ l, ringHamiltonian g θ j l * u l =
      -(g : ℂ) * (Complex.exp (θ (j - 1) * Complex.I) * u (j - 1) +
        Complex.exp (-(θ j * Complex.I)) * u (j + 1)) := by
    intro u
    simp only [ringHamiltonian, Matrix.of_apply, mul_add, add_mul, mul_ite, ite_mul, mul_zero,
      zero_mul, Finset.sum_add_distrib, Finset.sum_ite_eq', Finset.mem_univ, if_true]
    ring
  have hek := ZMod.stdAddChar_coe (N := L) (k.val : ℤ)
  rw [Int.cast_natCast, ZMod.natCast_zmod_val] at hek
  -- one step around the ring multiplies the wave by a pure phase
  have hstep : ∀ i, bloch χ (i + 1) k = bloch χ i k *
      Complex.exp ((θ i + blochAngle (totalFlux θ) k) * Complex.I) := by
    intro i
    simp only [bloch, Matrix.of_apply]
    rw [hχ, show (i + 1) * k = i * k + k by ring, AddChar.map_add_eq_mul, hek]
    have h : Complex.exp (((χ i + θ i - totalFlux θ / L : ℝ) : ℂ) * Complex.I) *
        Complex.exp (2 * Real.pi * Complex.I * ((k.val : ℤ) : ℂ) / L) =
        Complex.exp (χ i * Complex.I) *
        Complex.exp ((θ i + blochAngle (totalFlux θ) k) * Complex.I) := by
      rw [← Complex.exp_add, ← Complex.exp_add]
      congr 1
      unfold blochAngle
      generalize k.val = n
      push_cast
      ring
    linear_combination (ZMod.stdAddChar (i * k) : ℂ) * h
  have hd := hstep (j - 1)
  rw [sub_add_cancel] at hd
  rw [Matrix.mul_diagonal, Matrix.mul_apply, hsum (fun l => bloch χ l k)]
  have hu := hstep j
  have hl : (level g (totalFlux θ) k : ℂ) = -(g : ℂ) *
      (Complex.exp (blochAngle (totalFlux θ) k * Complex.I) +
        Complex.exp (-(blochAngle (totalFlux θ) k * Complex.I))) := by
    have hc := Complex.two_cos (blochAngle (totalFlux θ) k : ℂ)
    rw [neg_mul] at hc
    simp only [level]
    push_cast
    linear_combination (-(g : ℂ)) * hc
  rw [hl]
  generalize blochAngle (totalFlux θ) k = α at *
  have e1 : Complex.exp ((θ (j - 1) + α) * Complex.I) * Complex.exp (-(α * Complex.I)) =
      Complex.exp (θ (j - 1) * Complex.I) := by
    rw [← Complex.exp_add]; congr 1; ring
  have e2 : Complex.exp ((θ j + α) * Complex.I) * Complex.exp (-(θ j * Complex.I)) =
      Complex.exp (α * Complex.I) := by
    rw [← Complex.exp_add]; congr 1; ring
  linear_combination (-(g : ℂ)) * (-Complex.exp (-(α * Complex.I)) * hd - bloch χ (j - 1) k * e1
    + Complex.exp (-(θ j * Complex.I)) * hu + bloch χ j k * e2)
```

## From levels to the decay rate

Hence H = B E B⁻¹, with E the diagonal matrix of levels, and by cyclicity of the trace

Tr exp(−βH) = Σ_k exp(−βE_k).

```lean
/-- The trace of `exp(-β H)` is the real sum of Boltzmann factors of the levels, which depend on
the bond phases only through the total flux. -/
theorem trace_exp (β g : ℝ) (θ : ZMod L → ℝ) :
    Matrix.trace (NormedSpace.exp (-(β : ℂ) • ringHamiltonian g θ)) =
      ((∑ k : ZMod L, Real.exp (-β * level g (totalFlux θ) k) : ℝ) : ℂ) := by
  obtain ⟨χ, hχ⟩ := exists_gauge θ
  have hu := bloch_isUnit χ
  have hdet := (Matrix.isUnit_iff_isUnit_det _).mp hu
  have hH : ringHamiltonian g θ = bloch χ *
      Matrix.diagonal (fun k => (level g (totalFlux θ) k : ℂ)) * (bloch χ)⁻¹ := by
    rw [← hamiltonian_mul_bloch g θ χ hχ, Matrix.mul_assoc, Matrix.mul_nonsing_inv _ hdet,
      Matrix.mul_one]
  rw [hH, ← Matrix.smul_mul, ← Matrix.mul_smul, Matrix.exp_conj _ _ hu, Matrix.trace_mul_comm,
    ← Matrix.mul_assoc, Matrix.nonsing_inv_mul _ hdet, Matrix.one_mul, ← Matrix.diagonal_smul,
    Matrix.exp_diagonal, Matrix.trace_diagonal, Complex.ofReal_sum]
  refine Finset.sum_congr rfl fun k _ => ?_
  -- evaluation at one entry commutes with the exponential
  refine (NormedSpace.map_exp (Pi.evalRingHom (fun _ : ZMod L => ℂ) k) (continuous_apply k)
    (-(β : ℂ) • fun k => (level g (totalFlux θ) k : ℂ))).trans ?_
  change NormedSpace.exp (-(β : ℂ) * (level g (totalFlux θ) k : ℂ)) = _
  rw [← Complex.exp_eq_exp_ℂ, Complex.ofReal_exp, Complex.ofReal_mul, Complex.ofReal_neg]
```

Every term is positive, so Z > 0 and its logarithm is meaningful.

```lean
/-- The partition function is positive. -/
theorem partitionFunction_pos (β g : ℝ) (θ : ZMod L → ℝ) : 0 < partitionFunction β g θ := by
  rw [partitionFunction, trace_exp, Complex.ofReal_re]
  exact Finset.sum_pos (fun _ _ => Real.exp_pos _) Finset.univ_nonempty
```

For |f| ≤ π and 1 ≤ k ≤ L − 1,

|f|/L ≤ α_k ≤ 2π − |f|/L.

The cosine falls on [0, π] and is symmetric about π, so cos α_k ≤ cos(f/L). Equality holds at k = 0, which is therefore a lowest level when g ≥ 0.

```lean
/-- For `g ≥ 0` and flux `|f| ≤ π`, no level lies below `-2 g cos(f/L)`. -/
theorem level_ge {g f : ℝ} (hg : 0 ≤ g) (hf : |f| ≤ Real.pi) (k : ZMod L) :
    -2 * g * Real.cos (f / L) ≤ level g f k := by
  have hL : (0 : ℝ) < L := Nat.cast_pos.mpr (NeZero.pos L)
  have hcos : Real.cos (blochAngle f k) ≤ Real.cos (f / L) := by
    unfold blochAngle
    have hk := ZMod.val_lt k
    generalize k.val = n at *
    rcases Nat.eq_zero_or_pos n with rfl | hn
    · rw [show (2 * Real.pi * ((0 : ℕ) : ℝ) - f) / L = -(f / L) by push_cast; ring, Real.cos_neg]
    · have hn1 : (1 : ℝ) ≤ n := by exact_mod_cast hn
      have hn2 : (n : ℝ) + 1 ≤ L := by exact_mod_cast hk
      have hp := Real.pi_pos
      have h1 := le_abs_self f
      have h2 := neg_abs_le f
      -- the angle stays at least |f|/L away from both 0 and 2π
      have ha : |f| / L ≤ (2 * Real.pi * n - f) / L :=
        div_le_div_of_nonneg_right (by nlinarith) hL.le
      have hb : |f| / L ≤ 2 * Real.pi - (2 * Real.pi * n - f) / L := by
        rw [le_sub_iff_add_le, ← add_div, div_le_iff₀ hL]
        nlinarith
      have h0 : 0 ≤ |f| / L := by positivity
      rw [← Real.cos_abs (f / L), abs_div, abs_of_pos hL]
      rcases le_total ((2 * Real.pi * n - f) / L) Real.pi with h | h
      · exact Real.cos_le_cos_of_nonneg_of_le_pi h0 h ha
      · rw [← Real.cos_two_pi_sub ((2 * Real.pi * n - f) / L)]
        exact Real.cos_le_cos_of_nonneg_of_le_pi h0 (by linarith) hb
  unfold level
  nlinarith [mul_le_mul_of_nonneg_left hcos hg]
```

One Boltzmann factor bounds the sum from below, and L copies of it bound the sum from above:

exp(2βg cos(f/L)) ≤ Z(θ) ≤ L exp(2βg cos(f/L)).

Thus log Z(θ) = 2βg cos(f/L) + r_f with 0 ≤ r_f ≤ log L, and likewise log Z(0) = 2βg + r_0. Subtracting,

−(1/β) log(Z(θ)/Z(0)) − R = (r_0 − r_f)/β,

which is at most (log L)/β in size. In the proof, `key` supplies the bounds for both partition functions.

```lean
/-- For `β > 0`, `g ≥ 0` and total flux `|f| ≤ π`, the decay rate of the average phase differs from
`2g(1 - cos(f/L))` by at most `(log L)/β`. -/
theorem phase_rate_error {β g : ℝ} (hβ : 0 < β) (hg : 0 ≤ g) (θ : ZMod L → ℝ)
    (hf : |totalFlux θ| ≤ Real.pi) :
    |-(1 / β) * Real.log (averagePhase β g θ) - 2 * g * (1 - Real.cos (totalFlux θ / L))|
      ≤ Real.log L / β := by
  have hL : (0 : ℝ) < L := Nat.cast_pos.mpr (NeZero.pos L)
  -- the lowest level bounds the partition function from both sides
  have key : ∀ η : ZMod L → ℝ, |totalFlux η| ≤ Real.pi →
      2 * β * g * Real.cos (totalFlux η / L) ≤ Real.log (partitionFunction β g η) ∧
      Real.log (partitionFunction β g η) ≤
        Real.log L + 2 * β * g * Real.cos (totalFlux η / L) := by
    intro η hη
    have hZ : partitionFunction β g η =
        ∑ k : ZMod L, Real.exp (-β * level g (totalFlux η) k) := by
      rw [partitionFunction, trace_exp, Complex.ofReal_re]
    constructor
    · rw [Real.le_log_iff_exp_le (partitionFunction_pos β g η), hZ]
      have h0 : -β * level g (totalFlux η) (0 : ZMod L) =
          2 * β * g * Real.cos (totalFlux η / L) := by
        rw [level, blochAngle, ZMod.val_zero, Nat.cast_zero, mul_zero, zero_sub, neg_div,
          Real.cos_neg]
        ring
      rw [← h0]
      exact Finset.single_le_sum (f := fun k : ZMod L => Real.exp (-β * level g (totalFlux η) k))
        (fun _ _ => (Real.exp_pos _).le) (Finset.mem_univ 0)
    · have hup : partitionFunction β g η ≤
          L * Real.exp (2 * β * g * Real.cos (totalFlux η / L)) := by
        rw [hZ]
        refine (Finset.sum_le_card_nsmul _ _
          (Real.exp (2 * β * g * Real.cos (totalFlux η / L))) fun k _ => ?_).trans_eq ?_
        · apply Real.exp_le_exp.mpr
          nlinarith [mul_le_mul_of_nonneg_left (level_ge hg hη k) hβ.le]
        · rw [Finset.card_univ, ZMod.card, nsmul_eq_mul]
      have h := Real.log_le_log (partitionFunction_pos β g η) hup
      rwa [Real.log_mul hL.ne' (Real.exp_pos _).ne', Real.log_exp] at h
  have hz : totalFlux (fun _ : ZMod L => (0 : ℝ)) = 0 := by simp [totalFlux]
  obtain ⟨h1, h2⟩ := key θ hf
  obtain ⟨h3, h4⟩ := key (fun _ => 0) (by rw [hz, abs_zero]; exact Real.pi_pos.le)
  rw [hz, zero_div, Real.cos_zero] at h3 h4
  rw [averagePhase, Real.log_div (partitionFunction_pos β g θ).ne'
    (partitionFunction_pos β g _).ne']
  generalize Real.log (partitionFunction β g θ) = a at *
  generalize Real.log (partitionFunction β g (fun _ : ZMod L => 0)) = b at *
  generalize Real.cos (totalFlux θ / L) = c at *
  have he : -(1 / β) * (a - b) - 2 * g * (1 - c) =
      ((b - 2 * β * g) - (a - 2 * β * g * c)) / β := by
    field_simp
    ring
  rw [he, abs_div, abs_of_pos hβ]
  refine div_le_div_of_nonneg_right (abs_le.mpr ⟨?_, ?_⟩) hβ.le <;> linarith
```

At fixed L this error vanishes as β → ∞, and a squeeze argument gives the limit.

```lean
/-- For `g ≥ 0` and total flux `|f| ≤ π`, the decay rate of the average phase tends to
`2g(1 - cos(f/L))` as `β` grows. -/
theorem phase_rate_tendsto {g : ℝ} (hg : 0 ≤ g) (θ : ZMod L → ℝ)
    (hf : |totalFlux θ| ≤ Real.pi) :
    Tendsto (fun β : ℝ => -(1 / β) * Real.log (averagePhase β g θ)) atTop
      (𝓝 (2 * g * (1 - Real.cos (totalFlux θ / L)))) := by
  have hlim : Tendsto (fun β : ℝ => Real.log L / β) atTop (𝓝 0) :=
    tendsto_const_nhds.div_atTop tendsto_id
  rw [tendsto_iff_dist_tendsto_zero]
  refine squeeze_zero' (Eventually.of_forall fun _ => dist_nonneg) ?_ hlim
  filter_upwards [eventually_gt_atTop (0 : ℝ)] with β hβ
  rw [Real.dist_eq]
  exact phase_rate_error hβ hg θ hf
```

The flux condition matters. At f = 2π on three sites, the levels are those of zero flux in another order, so the average phase is 1 and the rate is 0, while the formula gives 3g. For g > 0 the limit therefore fails if the condition is relaxed to |f| ≤ 2π.

## The same flux through a larger ring

Let M > L, g > 0 and 0 < |f| ≤ π. Then 0 < |f|/M < |f|/L ≤ π, so

cos(f/L) < cos(f/M),

and the larger ring has the smaller limiting rate. The two finite-β rates are eventually in the same order, which makes the larger ring's average phase the larger one. The theorem gives no explicit β from which this holds.

```lean
/-- For `g > 0` and the same nonzero flux `|f| ≤ π` through two rings, the larger ring has the
larger average phase at all sufficiently large `β`. -/
theorem averagePhase_lt_larger_ring {M : ℕ} [NeZero M] (hLM : L < M) {g f : ℝ} (hg : 0 < g)
    (hf0 : f ≠ 0) (hf : |f| ≤ Real.pi) (θ : ZMod L → ℝ) (η : ZMod M → ℝ)
    (hθ : totalFlux θ = f) (hη : totalFlux η = f) :
    ∀ᶠ β : ℝ in atTop, averagePhase β g θ < averagePhase β g η := by
  have hL : (0 : ℝ) < L := Nat.cast_pos.mpr (NeZero.pos L)
  have hM : (0 : ℝ) < M := Nat.cast_pos.mpr (NeZero.pos M)
  have hL1 : (1 : ℝ) ≤ L := by exact_mod_cast NeZero.pos L
  have hLM' : (L : ℝ) < M := by exact_mod_cast hLM
  have hcos : Real.cos (f / L) < Real.cos (f / M) := by
    rw [← Real.cos_abs (f / L), ← Real.cos_abs (f / M), abs_div, abs_div, abs_of_pos hL,
      abs_of_pos hM]
    refine Real.cos_lt_cos_of_nonneg_of_le_pi (by positivity)
      ((div_le_self (abs_nonneg f) hL1).trans hf) ?_
    exact div_lt_div_of_pos_left (abs_pos.mpr hf0) hL hLM'
  have h1 := phase_rate_tendsto hg.le θ (by rwa [hθ])
  have h2 := phase_rate_tendsto hg.le η (by rwa [hη])
  rw [hθ] at h1
  rw [hη] at h2
  have hlt : 2 * g * (1 - Real.cos (f / M)) < 2 * g * (1 - Real.cos (f / L)) :=
    mul_lt_mul_of_pos_left (by linarith) (by linarith)
  filter_upwards [h2.eventually_lt h1 hlt, eventually_gt_atTop (0 : ℝ)] with β h hβ
  -- a smaller decay rate means a larger average phase
  have hpos : 0 < 1 / β := by positivity
  have hlog : Real.log (averagePhase β g θ) < Real.log (averagePhase β g η) := by
    by_contra hn
    have := mul_le_mul_of_nonneg_left (not_lt.mp hn) hpos.le
    linarith
  exact (Real.log_lt_log_iff
    (div_pos (partitionFunction_pos β g θ) (partitionFunction_pos β g _))
    (div_pos (partitionFunction_pos β g η) (partitionFunction_pos β g _))).mp hlog

end

end RingFluxPhase
```

```lean
#print axioms RingFluxPhase.averagePhase_lt_larger_ring
```

```
'RingFluxPhase.averagePhase_lt_larger_ring' depends on axioms: [propext, Classical.choice, Quot.sound]
```
